# On a finite spectrum, the Gibbs average of a nondecreasing function of the energy never rises with inverse temperature

Take a fixed, finite, nonempty list of energy levels and any nondecreasing real function f. The Gibbs average of f(E) is then nonincreasing in the inverse temperature b, for b ranging over all real numbers. Two cases follow: neither the mean energy nor the probability of finding an energy of at least a can increase on cooling.

## Levels, occupations and cooling

Let Eᵢ be the energy of level i. The partition function, the occupation probabilities and the average of a quantity with value Aᵢ on level i are

Z(b) = Σᵢ exp(−b Eᵢ)

pᵢ(b) = exp(−b Eᵢ) / Z(b)

⟨A⟩(b) = Σᵢ pᵢ(b) Aᵢ

Here b stands for 1/(k_B T). Cooling means increasing b, and negative b describes the inverted populations that a spectrum bounded above allows.

## Three equally spaced levels

Let the energies be 0, 1, 2. At b = 0 the occupations are 1/3, 1/3, 1/3 and the mean energy is 1. At b = ln 2 the Boltzmann factors are 1, 1/2, 1/4, so the occupations are 4/7, 2/7, 1/7 and the mean energy is 4/7. The probability of an energy of at least 1 falls from 2/3 to 3/7. At the negative value b = −ln 2 the occupations are 1/7, 2/7, 4/7 and the mean energy is 10/7, larger than both other values.

The occupation of the middle level behaves differently. It is 2/7, then 1/3, then 2/7 at these three values of b in increasing order. It is the average of a function equal to 1 at energy 1 and 0 elsewhere, which is not nondecreasing, and without that hypothesis the conclusion can fail.

## Comparing two temperatures pair by pair

Fix b < c and write pᵢ for the occupations at b and qᵢ for those at c. Consider the double sum

S = Σᵢ Σⱼ (Aᵢ − Aⱼ)(pᵢ qⱼ − pⱼ qᵢ)

Multiplying out gives four terms:

S = Σᵢ Σⱼ (Aᵢ pᵢ qⱼ − Aᵢ qᵢ pⱼ − pᵢ Aⱼ qⱼ + qᵢ Aⱼ pⱼ)

Since both sets of probabilities sum to one, the terms are ⟨A⟩(b), −⟨A⟩(c), −⟨A⟩(c) and ⟨A⟩(b). Hence

S = 2 (⟨A⟩(b) − ⟨A⟩(c))

The products pᵢ qⱼ and pⱼ qᵢ have the same positive denominator Z(b) Z(c), so their order is that of their exponents, whose difference is

(−b Eᵢ − c Eⱼ) − (−b Eⱼ − c Eᵢ) = (c − b)(Eᵢ − Eⱼ)

Thus pᵢ qⱼ − pⱼ qᵢ has the sign of Eᵢ − Eⱼ. If Aᵢ = f(Eᵢ) with f nondecreasing, the factor Aᵢ − Aⱼ is never of the opposite sign. Every pair contributes at least zero, so ⟨A⟩(b) ≥ ⟨A⟩(c). For b = c the two averages are equal.

Taking f(x) = x gives the mean energy. Taking f(x) = 1 for x ≥ a and 0 otherwise gives the tail probability. If f is strictly increasing and two levels have different energies, that pair contributes a positive amount and the decrease is strict.

For the converse, suppose that the average of f(E) is nonincreasing for every two-level spectrum, but that f(y) < f(x) for some x < y. On the levels E₀ = x and E₁ = y, compare b = 0 with c = 1. The pair sum is

2 (f(y) − f(x))(p₁ q₀ − p₀ q₁) < 0

so the average rises from b = 0 to c = 1, a contradiction.

## The statement in Lean

The finite type `ι` labels the levels, and `E : ι → ℝ` gives their energies. Nothing requires `E` to be injective, so a degenerate energy is a value taken by several labels. `gibbsProb` and `gibbsAvg` are the normalised occupations and averages above, and `tailProb E a b` sums the occupations of the levels with `a ≤ E i`.

In `gibbsAvg_antitone`, `Monotone f` means that f is nondecreasing on the whole real line, and `Antitone` means that b ≤ c implies the value at c is at most the value at b. `[Nonempty ι]` ensures that there is a state to occupy; `gibbsAvg_strictAnti` obtains this from the level `k` it is given.

The levels do not depend on b, and observables enter only through their values on the levels. Infinite spectra, and levels that shift with temperature, are not covered.

For the eigenvalues of a Hamiltonian diagonalised in a finite basis, with both the Hamiltonian and the basis independent of temperature, a computed Gibbs mean energy that rises with b by more than rounding error therefore indicates a mistake.

```lean
import Mathlib

open Finset

namespace GibbsMonotonicity

noncomputable section

variable {ι : Type*} [Fintype ι]

/-- The partition function of the levels `E` at inverse temperature `b`. -/
def partitionFn (E : ι → ℝ) (b : ℝ) : ℝ := ∑ i, Real.exp (-b * E i)

/-- The Gibbs probability of level `i` at inverse temperature `b`. -/
def gibbsProb (E : ι → ℝ) (b : ℝ) (i : ι) : ℝ := Real.exp (-b * E i) / partitionFn E b

/-- The Gibbs average of an observable that takes the value `A i` on level `i`. -/
def gibbsAvg (E : ι → ℝ) (b : ℝ) (A : ι → ℝ) : ℝ := ∑ i, gibbsProb E b i * A i

/-- The Gibbs probability of finding an energy of at least `a`. -/
def tailProb (E : ι → ℝ) (a b : ℝ) : ℝ := ∑ i with a ≤ E i, gibbsProb E b i

/-- The partition function of a nonempty spectrum is positive. -/
theorem partitionFn_pos [Nonempty ι] (E : ι → ℝ) (b : ℝ) : 0 < partitionFn E b :=
  Finset.sum_pos (fun _ _ => Real.exp_pos _) Finset.univ_nonempty

/-- The Gibbs probabilities of a nonempty spectrum sum to one. -/
theorem gibbsProb_sum [Nonempty ι] (E : ι → ℝ) (b : ℝ) : ∑ i, gibbsProb E b i = 1 := by
  unfold gibbsProb
  rw [← Finset.sum_div]
  exact div_self (partitionFn_pos E b).ne'

/-- Twice the difference of the Gibbs averages at two inverse temperatures is a sum over
pairs of levels. -/
theorem gibbsAvg_sub [Nonempty ι] (E : ι → ℝ) (b c : ℝ) (A : ι → ℝ) :
    ∑ i, ∑ j, (A i - A j) *
      (gibbsProb E b i * gibbsProb E c j - gibbsProb E b j * gibbsProb E c i)
      = 2 * (gibbsAvg E b A - gibbsAvg E c A) := by
  -- separate the dependence on the two levels, then use normalisation
  calc _ = ∑ i, ∑ j, ((gibbsProb E b i * A i) * gibbsProb E c j
          - (gibbsProb E c i * A i) * gibbsProb E b j
          - gibbsProb E b i * (gibbsProb E c j * A j)
          + gibbsProb E c i * (gibbsProb E b j * A j)) :=
        Finset.sum_congr rfl fun i _ => Finset.sum_congr rfl fun j _ => by ring
    _ = _ := by
        simp only [Finset.sum_add_distrib, Finset.sum_sub_distrib, ← Finset.mul_sum,
          ← Finset.sum_mul, gibbsProb_sum, mul_one, one_mul]
        unfold gibbsAvg
        ring

/-- A product of occupations at two inverse temperatures is a single exponential over the product of
the partition functions. -/
theorem gibbsProb_mul (E : ι → ℝ) (b c : ℝ) (i j : ι) :
    gibbsProb E b i * gibbsProb E c j
      = Real.exp (-b * E i + -c * E j) * (partitionFn E b * partitionFn E c)⁻¹ := by
  unfold gibbsProb
  rw [Real.exp_add, div_mul_div_comm, div_eq_mul_inv]

/-- For `b < c` and level `j` below level `i`, the occupation of `i` relative to `j` is larger
at `b` than at `c`, written without division. -/
theorem occupation_lt [Nonempty ι] (E : ι → ℝ) {b c : ℝ} (hbc : b < c) {i j : ι}
    (hE : E j < E i) :
    gibbsProb E b j * gibbsProb E c i < gibbsProb E b i * gibbsProb E c j := by
  rw [gibbsProb_mul, gibbsProb_mul]
  refine mul_lt_mul_of_pos_right (Real.exp_lt_exp.mpr ?_)
    (inv_pos.mpr (mul_pos (partitionFn_pos E b) (partitionFn_pos E c)))
  nlinarith [mul_pos (sub_pos.2 hbc) (sub_pos.2 hE)]

/-- For nondecreasing `f` and `b < c`, every pair of levels contributes a nonnegative amount
to the difference of the averages of `f(E)`. -/
theorem pair_nonneg [Nonempty ι] (E : ι → ℝ) {f : ℝ → ℝ} (hf : Monotone f) {b c : ℝ}
    (hbc : b < c) (i j : ι) :
    0 ≤ (f (E i) - f (E j)) *
      (gibbsProb E b i * gibbsProb E c j - gibbsProb E b j * gibbsProb E c i) := by
  rcases lt_trichotomy (E i) (E j) with h | h | h
  · nlinarith [mul_nonneg (sub_nonneg.2 (hf h.le)) (sub_nonneg.2 (occupation_lt E hbc h).le)]
  · rw [h, sub_self, zero_mul]
  · exact mul_nonneg (sub_nonneg.2 (hf h.le)) (sub_nonneg.2 (occupation_lt E hbc h).le)

/-- The Gibbs average of a nondecreasing function of the energy is nonincreasing in the
inverse temperature, over all reals. -/
theorem gibbsAvg_antitone [Nonempty ι] (E : ι → ℝ) {f : ℝ → ℝ} (hf : Monotone f) :
    Antitone (fun b => gibbsAvg E b (fun i => f (E i))) := by
  intro b c hbc
  rcases hbc.eq_or_lt with rfl | hlt
  · exact le_rfl
  have h : 0 ≤ 2 * (gibbsAvg E b (fun i => f (E i)) - gibbsAvg E c (fun i => f (E i))) := by
    rw [← gibbsAvg_sub]
    exact Finset.sum_nonneg fun i _ => Finset.sum_nonneg fun j _ => pair_nonneg E hf hlt i j
  dsimp only
  linarith

/-- The mean energy is nonincreasing in the inverse temperature. -/
theorem meanEnergy_antitone [Nonempty ι] (E : ι → ℝ) :
    Antitone (fun b => gibbsAvg E b E) :=
  gibbsAvg_antitone E (f := fun x => x) (fun _ _ h => h)

/-- The probability of an energy of at least `a` is nonincreasing in the inverse temperature. -/
theorem tailProb_antitone [Nonempty ι] (E : ι → ℝ) (a : ℝ) : Antitone (tailProb E a) := by
  -- the tail probability is the average of a step function
  have hstep : Monotone (fun x : ℝ => if a ≤ x then (1 : ℝ) else 0) := by
    intro x y hxy
    dsimp only
    by_cases h : a ≤ x
    · rw [if_pos h, if_pos (h.trans hxy)]
    · rw [if_neg h]
      split_ifs <;> norm_num
  have heq : ∀ b, tailProb E a b
      = gibbsAvg E b (fun i => if a ≤ E i then (1 : ℝ) else 0) := by
    intro b
    simp only [tailProb, gibbsAvg, Finset.sum_filter, mul_ite, mul_one, mul_zero]
  intro b c hbc
  rw [heq, heq]
  exact gibbsAvg_antitone E hstep hbc

/-- If `f` is strictly increasing and the spectrum has two different energies, the Gibbs average
of `f(E)` is strictly decreasing in the inverse temperature. -/
theorem gibbsAvg_strictAnti (E : ι → ℝ) {f : ℝ → ℝ} (hf : StrictMono f)
    {k l : ι} (hkl : E k < E l) :
    StrictAnti (fun b => gibbsAvg E b (fun i => f (E i))) := by
  have : Nonempty ι := ⟨k⟩
  intro b c hbc
  have h : 0 < 2 * (gibbsAvg E b (fun i => f (E i)) - gibbsAvg E c (fun i => f (E i))) := by
    rw [← gibbsAvg_sub]
    -- the pair of distinct levels contributes a positive amount
    refine Finset.sum_pos'
      (fun i _ => Finset.sum_nonneg fun j _ => pair_nonneg E hf.monotone hbc i j)
      ⟨l, Finset.mem_univ l, Finset.sum_pos'
        (fun j _ => pair_nonneg E hf.monotone hbc l j) ⟨k, Finset.mem_univ k, ?_⟩⟩
    exact mul_pos (sub_pos.2 (hf hkl)) (sub_pos.2 (occupation_lt E hbc hkl))
  dsimp only
  linarith

/-- Conversely, if the Gibbs average of `f(E)` is nonincreasing in the inverse temperature for
every two-level spectrum, then `f` is nondecreasing. -/
theorem monotone_of_twoLevel {f : ℝ → ℝ}
    (h : ∀ E : Fin 2 → ℝ, Antitone (fun b => gibbsAvg E b (fun i => f (E i)))) :
    Monotone f := by
  intro x y hxy
  rcases hxy.eq_or_lt with rfl | hlt
  · exact le_rfl
  by_contra hcon
  obtain ⟨E, rfl, rfl⟩ : ∃ E : Fin 2 → ℝ, E 0 = x ∧ E 1 = y := ⟨![x, y], rfl, rfl⟩
  have hf : f (E 1) < f (E 0) := not_le.mp hcon
  have hanti : gibbsAvg E 1 (fun i => f (E i)) ≤ gibbsAvg E 0 (fun i => f (E i)) :=
    h E zero_le_one
  have hid := gibbsAvg_sub E 0 1 (fun i => f (E i))
  simp only [Fin.sum_univ_two] at hid
  have hocc := occupation_lt E (zero_lt_one' ℝ) hlt
  nlinarith [mul_pos (sub_pos.2 hf) (sub_pos.2 hocc)]

end

end GibbsMonotonicity
```

```lean
#print axioms GibbsMonotonicity.gibbsAvg_antitone
#print axioms GibbsMonotonicity.meanEnergy_antitone
#print axioms GibbsMonotonicity.gibbsAvg_strictAnti
#print axioms GibbsMonotonicity.monotone_of_twoLevel
```

```
'GibbsMonotonicity.gibbsAvg_antitone' depends on axioms: [propext, Classical.choice, Quot.sound]
'GibbsMonotonicity.meanEnergy_antitone' depends on axioms: [propext, Classical.choice, Quot.sound]
'GibbsMonotonicity.gibbsAvg_strictAnti' depends on axioms: [propext, Classical.choice, Quot.sound]
'GibbsMonotonicity.monotone_of_twoLevel' depends on axioms: [propext, Classical.choice, Quot.sound]
```

## How the proof follows the pair sum

`partitionFn_pos` and `gibbsProb_sum` supply positivity and normalisation. `gibbsAvg_sub` is the identity for S: `ring` splits each summand into the four terms, and `simp` takes the factors that do not depend on the summation index out of the sums and applies normalisation.

`gibbsProb_mul` writes a product of occupations as one exponential over the common denominator. `occupation_lt` then compares exponents, and `nlinarith` closes the comparison from the positive product of c − b and `E i - E j`.

`pair_nonneg` distinguishes three cases. If `E i` is larger, both factors are nonnegative; if it is smaller, both are nonpositive, which is the same inequality with the labels exchanged; if the energies agree, the difference of f vanishes. `gibbsAvg_antitone` treats b = c separately and otherwise sums these contributions.

`meanEnergy_antitone` inserts the identity function. `tailProb_antitone` shows that the step function is nondecreasing and that its average is the tail probability. In `gibbsAvg_strictAnti`, `Finset.sum_pos'` needs all terms nonnegative and one positive, and the pair (`l`, `k`) provides the latter. `monotone_of_twoLevel` evaluates the pair identity on `Fin 2` at inverse temperatures 0 and 1 and derives the contradiction described above.
